# The largest CHSH value from spin measurements on a normalised state $s\,e_{00}+t\,e_{11}$ is $2\sqrt{1+4s^2t^2}$

Alice and Bob each hold one qubit of a pair in the state $\psi=s\,e_{00}+t\,e_{11}$, with $s,t$ real and $s^2+t^2=1$. Each chooses between two measurements with outcomes $\pm1$. Take a local model in which each run carries predetermined outcomes $A_0,A_1$ for Alice's two measurements and $B_0,B_1$ for Bob's, independent of which measurements are chosen. Then every run gives $A_0(B_0+B_1)+A_1(B_0-B_1)=\pm2$, so the average lies between $-2$ and $2$. This classical argument is background; the theorems below compare quantum expectations with the number 2.

Conventions: $e_0,e_1$ are the eigenvectors of $Z$ with eigenvalues $+1,-1$, and the minus sign in CHSH belongs to $A_1\otimes B_1$. Lean counts components from zero, so `n 0`, `n 1`, `n 2` are $n_x,n_y,n_z$.

## State, observables and CHSH operator

```lean
import Mathlib

open Matrix
open scoped Kronecker

namespace GisinSchmidt

noncomputable section
```

In what follows, `⊗ₖ` is the Kronecker product of matrices, the tensor product of operators in a fixed basis.

```lean
/-- The two-qubit vector `s e00 + t e11`. -/
def schmidtState (s t : ℝ) : Fin 2 × Fin 2 → ℂ :=
  fun p => !![(s : ℂ), 0; 0, (t : ℂ)] p.1 p.2
```

A two-qubit vector assigns a complex amplitude to each pair of indices. The amplitudes form a diagonal matrix with entries $s$ and $t$. The notation `(s : ℂ)` regards the real number $s$ as complex.

```lean
/-- The spin observable `n · σ = n_x X + n_y Y + n_z Z` of a qubit. -/
def spin (n : Fin 3 → ℝ) : Matrix (Fin 2) (Fin 2) ℂ :=
  !![(n 2 : ℂ), (n 0 : ℂ) - (n 1 : ℂ) * Complex.I;
     (n 0 : ℂ) + (n 1 : ℂ) * Complex.I, -(n 2 : ℂ)]
```

This is $n\cdot\sigma=n_xX+n_yY+n_zZ$. Despite the name `spin`, there is no factor $\hbar/2$: for a unit vector $n$ the outcomes are $\pm1$.

```lean
/-- A measurement direction is a real vector of length one. -/
def IsDirection (n : Fin 3 → ℝ) : Prop := n 0 ^ 2 + n 1 ^ 2 + n 2 ^ 2 = 1
```

`IsDirection n` says $|n|^2=1$.

```lean
/-- The number `⟨ψ, M ψ⟩`, which is the expectation of the two-qubit operator `M` when `ψ` is
normalised. -/
def expectation (ψ : Fin 2 × Fin 2 → ℂ)
    (M : Matrix (Fin 2 × Fin 2) (Fin 2 × Fin 2) ℂ) : ℂ :=
  star ψ ⬝ᵥ (M *ᵥ ψ)
```

This is $\psi^\dagger M\psi$, without division by $\psi^\dagger\psi=s^2+t^2$. Under the condition $s^2+t^2=1$ it is the usual expectation value.

```lean
/-- The CHSH operator `A0 ⊗ B0 + A0 ⊗ B1 + A1 ⊗ B0 - A1 ⊗ B1`. -/
def chsh (A0 A1 B0 B1 : Matrix (Fin 2) (Fin 2) ℂ) :
    Matrix (Fin 2 × Fin 2) (Fin 2 × Fin 2) ℂ :=
  A0 ⊗ₖ B0 + A0 ⊗ₖ B1 + A1 ⊗ₖ B0 - A1 ⊗ₖ B1
```

The four arguments are Alice's two observables followed by Bob's two.

```lean
/-- The real number `(s² + t²) a_z b_z + 2 s t (a_x b_x - a_y b_y)`. -/
def spinCorrelation (s t : ℝ) (a b : Fin 3 → ℝ) : ℝ :=
  (s ^ 2 + t ^ 2) * (a 2 * b 2) + 2 * s * t * (a 0 * b 0 - a 1 * b 1)
```

Call this real number $E(a,b)$. For a normalised state it reads
$$E(a,b)=a_zb_z+k(a_xb_x-a_yb_y),\qquad k=2st.$$

## Spin observables and their correlations

```lean
/-- Spin along a unit vector is a Hermitian observable that squares to the identity. -/
theorem spin_observable {n : Fin 3 → ℝ} (hn : IsDirection n) :
    (spin n).IsHermitian ∧ spin n * spin n = 1 := by
  constructor
  · ext i j
    fin_cases i <;> fin_cases j <;> simp [spin, Complex.ext_iff]
  · unfold IsDirection at hn
    have hc : (n 0 : ℂ) ^ 2 + (n 1 : ℂ) ^ 2 + (n 2 : ℂ) ^ 2 = 1 := by exact_mod_cast hn
    unfold spin
    rw [Matrix.mul_fin_two, Matrix.one_fin_two]
    ext i j
    fin_cases i <;> fin_cases j
    · change (n 2 : ℂ) * n 2 + (n 0 - n 1 * Complex.I) * (n 0 + n 1 * Complex.I) = 1
      linear_combination hc - (n 1 : ℂ) ^ 2 * Complex.I_sq
    · change (n 2 : ℂ) * (n 0 - n 1 * Complex.I) + (n 0 - n 1 * Complex.I) * (-n 2) = 0
      ring
    · change ((n 0 : ℂ) + n 1 * Complex.I) * n 2 + (-n 2) * (n 0 + n 1 * Complex.I) = 0
      ring
    · change ((n 0 : ℂ) + n 1 * Complex.I) * (n 0 - n 1 * Complex.I) + (-n 2) * (-n 2) = 1
      linear_combination hc - (n 1 : ℂ) ^ 2 * Complex.I_sq
```

For a unit vector $n$, the matrix $n\cdot\sigma$ is Hermitian and squares to the identity. Its diagonal is real and its off-diagonal entries are conjugate. Both diagonal entries of the square are
$$n_z^2+(n_x-in_y)(n_x+in_y)=n_x^2+n_y^2+n_z^2=1,$$
and the off-diagonal terms cancel, for example $n_z(n_x-in_y)-(n_x-in_y)n_z=0$. In Lean, `fin_cases` splits the claim into matrix entries, and `linear_combination` supplies $|n|^2=1$ and $i^2=-1$.

```lean
/-- For `ψ = s e00 + t e11`, normalised or not, `⟨ψ, (a · σ ⊗ b · σ) ψ⟩` equals
`(s² + t²) a_z b_z + 2 s t (a_x b_x - a_y b_y)`. -/
theorem expectation_spin (s t : ℝ) (a b : Fin 3 → ℝ) :
    expectation (schmidtState s t) (spin a ⊗ₖ spin b) = (spinCorrelation s t a b : ℂ) := by
  simp [expectation, schmidtState, spin, spinCorrelation, dotProduct, Matrix.mulVec,
    Fintype.sum_prod_type, Fin.sum_univ_two, Matrix.kroneckerMap_apply]
  linear_combination (2 * s * t * a 1 * b 1 : ℂ) * Complex.I_sq
```

Only $e_{00}$ and $e_{11}$ contribute. The diagonal terms give $s^2a_zb_z+t^2(-a_z)(-b_z)$. The cross terms give
$$st\left[(a_x-ia_y)(b_x-ib_y)+(a_x+ia_y)(b_x+ib_y)\right]=2st(a_xb_x-a_yb_y).$$
Their sum is $E(a,b)$. The `simp` call expands the finite sums, and the last line uses $i^2=-1$. This formula holds for all real $s,t$; for an unnormalised nonzero vector, the physical correlation is $E(a,b)/(s^2+t^2)$.

```lean
/-- The CHSH expectation of four spin observables is the CHSH combination of their
correlations. -/
theorem expectation_chsh (s t : ℝ) (a a' b b' : Fin 3 → ℝ) :
    expectation (schmidtState s t) (chsh (spin a) (spin a') (spin b) (spin b')) =
      ((spinCorrelation s t a b + spinCorrelation s t a b' + spinCorrelation s t a' b
        - spinCorrelation s t a' b' : ℝ) : ℂ) := by
  push_cast
  rw [← expectation_spin, ← expectation_spin, ← expectation_spin, ← expectation_spin]
  simp only [expectation, chsh, Matrix.add_mulVec, Matrix.sub_mulVec, dotProduct_add,
    dotProduct_sub]
```

The expectation is linear in the operator, so the CHSH value is
$$E(a,b)+E(a,b')+E(a',b)-E(a',b').$$

## The upper bound

```lean
/-- Cauchy-Schwarz for a direction `a` and the vector `(x, -y, z)`. -/
theorem dot_sq_le {a : Fin 3 → ℝ} (ha : IsDirection a) (x y z : ℝ) :
    (a 2 * z + a 0 * x - a 1 * y) ^ 2 ≤ x ^ 2 + y ^ 2 + z ^ 2 := by
  unfold IsDirection at ha
  have e : (a 2 * z + a 0 * x - a 1 * y) ^ 2 =
      (a 0 ^ 2 + a 1 ^ 2 + a 2 ^ 2) * (x ^ 2 + y ^ 2 + z ^ 2)
      - ((a 0 * y + a 1 * x) ^ 2 + (a 0 * z - a 2 * x) ^ 2 + (a 1 * z + a 2 * y) ^ 2) := by
    ring
  rw [e, ha]
  linarith [sq_nonneg (a 0 * y + a 1 * x), sq_nonneg (a 0 * z - a 2 * x),
    sq_nonneg (a 1 * z + a 2 * y)]
```

This is Cauchy-Schwarz for the unit vector $a$ and $w=(x,-y,z)$. The equation `e` is Lagrange's identity $(a\cdot w)^2=|a|^2|w|^2-|a\times w|^2$, and the subtracted squares are nonnegative.

```lean
/-- Let `u`, `v` be orthogonal with `|u|² + |v|² = 4`, and shrink their x and y components by
`k` with `k² ≤ 1`. If `|X|` and `|Y|` are at most the resulting lengths, then
`(X + Y)² ≤ 4 (1 + k²)`. -/
theorem orthogonal_pair_bound {k u0 u1 u2 v0 v1 v2 X Y : ℝ} (hk : k ^ 2 ≤ 1)
    (huv : u0 * v0 + u1 * v1 + u2 * v2 = 0)
    (hn : (u0 ^ 2 + u1 ^ 2 + u2 ^ 2) + (v0 ^ 2 + v1 ^ 2 + v2 ^ 2) = 4)
    (hX : X ^ 2 ≤ (k * u0) ^ 2 + (k * u1) ^ 2 + u2 ^ 2)
    (hY : Y ^ 2 ≤ (k * v0) ^ 2 + (k * v1) ^ 2 + v2 ^ 2) :
    (X + Y) ^ 2 ≤ 4 * (1 + k ^ 2) := by
  have shrink : ∀ x y z : ℝ, (k * x) ^ 2 + (k * y) ^ 2 + z ^ 2 ≤ x ^ 2 + y ^ 2 + z ^ 2 := by
    intro x y z
    have h := mul_nonneg (sub_nonneg.2 hk) (add_nonneg (sq_nonneg x) (sq_nonneg y))
    linarith
  have hXp := hX.trans (shrink u0 u1 u2)
  have hYq := hY.trans (shrink v0 v1 v2)
  -- the Gram determinant of u, v and the z axis
  have hG : (u0 ^ 2 + u1 ^ 2 + u2 ^ 2) * (v0 ^ 2 + v1 ^ 2 + v2 ^ 2)
      - (v0 ^ 2 + v1 ^ 2 + v2 ^ 2) * u2 ^ 2 - (u0 ^ 2 + u1 ^ 2 + u2 ^ 2) * v2 ^ 2
      = (u0 * v1 - u1 * v0) ^ 2 := by
    linear_combination (u0 * v0 + u1 * v1 - u2 * v2) * huv
  have hD := mul_nonneg (sub_nonneg.2 hk) (sq_nonneg (u0 * v1 - u1 * v0))
  have hp : 0 ≤ u0 ^ 2 + u1 ^ 2 + u2 ^ 2 := by positivity
  have hq : 0 ≤ v0 ^ 2 + v1 ^ 2 + v2 ^ 2 := by positivity
  have h1 := mul_le_mul_of_nonneg_left hX hq
  have h2 := mul_le_mul_of_nonneg_left hY hp
  have hw : (v0 ^ 2 + v1 ^ 2 + v2 ^ 2) * X ^ 2 + (u0 ^ 2 + u1 ^ 2 + u2 ^ 2) * Y ^ 2 ≤
      (u0 ^ 2 + u1 ^ 2 + u2 ^ 2) * (v0 ^ 2 + v1 ^ 2 + v2 ^ 2) * (1 + k ^ 2) := by
    rw [← hG] at hD
    linarith
  clear h1 h2 hD hG
  generalize u0 ^ 2 + u1 ^ 2 + u2 ^ 2 = p at *
  generalize v0 ^ 2 + v1 ^ 2 + v2 ^ 2 = q at *
  rcases hp.eq_or_lt with h0 | hp0
  · have hX0 : X = 0 := pow_eq_zero_iff two_ne_zero |>.1
      (le_antisymm (by linarith) (sq_nonneg X))
    rw [hX0, zero_add]
    linarith [sq_nonneg k]
  rcases hq.eq_or_lt with h0 | hq0
  · have hY0 : Y = 0 := pow_eq_zero_iff two_ne_zero |>.1
      (le_antisymm (by linarith) (sq_nonneg Y))
    rw [hY0, add_zero]
    linarith [sq_nonneg k]
  -- weighted Cauchy-Schwarz with weights p and q
  refine le_of_mul_le_mul_left ?_ (mul_pos hp0 hq0)
  have e : p * q * (X + Y) ^ 2 =
      (p + q) * (q * X ^ 2 + p * Y ^ 2) - (q * X - p * Y) ^ 2 := by ring
  rw [e, hn]
  linarith [sq_nonneg (q * X - p * Y)]
```

Here $u\cdot v=0$. Write $p=|u|^2$ and $q=|v|^2$, so $p+q=4$. The hypotheses on $X$ and $Y$ are
$$X^2\le k^2p+(1-k^2)u_z^2,\qquad Y^2\le k^2q+(1-k^2)v_z^2.$$
The Gram determinant of $u$, $v$ and the $z$ axis gives `hG`:
$$pq-qu_z^2-pv_z^2=(u_xv_y-u_yv_x)^2\ge0.$$
Multiply the first bound by $q$, the second by $p$, and add. Since $k^2\le1$,
$$qX^2+pY^2\le2k^2pq+(1-k^2)pq=pq(1+k^2),$$
which is `hw`. Next,
$$pq(X+Y)^2=(p+q)(qX^2+pY^2)-(qX-pY)^2\le4pq(1+k^2).$$
If $p,q>0$, divide by $pq$. If $p=0$, then $X=0$ and $Y^2\le q=4$, so the bound holds; the case $q=0$ is the same with the roles exchanged. The two `rcases` lines separate these cases.

```lean
/-- For `s² + t² = 1`, no four spin directions give `s e00 + t e11` a CHSH expectation of
absolute value above `2 √(1 + 4 s² t²)`. -/
theorem norm_chsh_le {s t : ℝ} (h : s ^ 2 + t ^ 2 = 1) {a a' b b' : Fin 3 → ℝ}
    (ha : IsDirection a) (ha' : IsDirection a') (hb : IsDirection b) (hb' : IsDirection b') :
    ‖expectation (schmidtState s t) (chsh (spin a) (spin a') (spin b) (spin b'))‖
      ≤ 2 * √(1 + 4 * s ^ 2 * t ^ 2) := by
  have hk : (2 * s * t) ^ 2 ≤ 1 := by
    have e : (2 * s * t) ^ 2 = (s ^ 2 + t ^ 2) ^ 2 - (s ^ 2 - t ^ 2) ^ 2 := by ring
    rw [e, h]
    linarith [sq_nonneg (s ^ 2 - t ^ 2)]
  -- Alice's directions meet the sum and the difference of Bob's directions
  have hX := dot_sq_le ha (2 * s * t * (b 0 + b' 0)) (2 * s * t * (b 1 + b' 1)) (b 2 + b' 2)
  have hY := dot_sq_le ha' (2 * s * t * (b 0 - b' 0)) (2 * s * t * (b 1 - b' 1)) (b 2 - b' 2)
  unfold IsDirection at hb hb'
  have hS := orthogonal_pair_bound hk (by linear_combination hb - hb')
    (by linear_combination 2 * hb + 2 * hb') hX hY
  rw [expectation_chsh, Complex.norm_real, Real.norm_eq_abs]
  refine abs_le_of_sq_le_sq ?_ (by positivity)
  rw [mul_pow, Real.sq_sqrt (by positivity)]
  refine le_trans (le_of_eq ?_) (hS.trans (le_of_eq (by ring)))
  congr 1
  unfold spinCorrelation
  linear_combination (a 2 * (b 2 + b' 2) + a' 2 * (b 2 - b' 2)) * h
```

Set $u=b+b'$ and $v=b-b'$. Then $u\cdot v=|b|^2-|b'|^2=0$ and $|u|^2+|v|^2=2|b|^2+2|b'|^2=4$. The CHSH value is $X+Y$, with
$$X=a_zu_z+k(a_xu_x-a_yu_y),\qquad Y=a'_zv_z+k(a'_xv_x-a'_yv_y).$$
The lemma `dot_sq_le` removes Alice's directions:
$$X^2\le k^2(u_x^2+u_y^2)+u_z^2,\qquad Y^2\le k^2(v_x^2+v_y^2)+v_z^2.$$
Also $k^2=(s^2+t^2)^2-(s^2-t^2)^2\le1$. The previous lemma gives $(X+Y)^2\le4(1+4s^2t^2)$, and a square root finishes the argument. The double bars denote the absolute value of a complex number.

## Directions that reach the bound

```lean
/-- For `s² + t² = 1`, some four spin directions give `s e00 + t e11` the CHSH expectation
`2 √(1 + 4 s² t²)`. -/
theorem exists_optimal_directions {s t : ℝ} (h : s ^ 2 + t ^ 2 = 1) :
    ∃ a a' b b' : Fin 3 → ℝ,
      IsDirection a ∧ IsDirection a' ∧ IsDirection b ∧ IsDirection b' ∧
      expectation (schmidtState s t) (chsh (spin a) (spin a') (spin b) (spin b'))
        = ((2 * √(1 + 4 * s ^ 2 * t ^ 2) : ℝ) : ℂ) := by
  have hr : 0 < √(1 + 4 * s ^ 2 * t ^ 2) := Real.sqrt_pos.2 (by positivity)
  have hr2 : √(1 + 4 * s ^ 2 * t ^ 2) ^ 2 = 1 + 4 * s ^ 2 * t ^ 2 :=
    Real.sq_sqrt (by positivity)
  generalize √(1 + 4 * s ^ 2 * t ^ 2) = r at hr hr2 ⊢
  have hd : (2 * s * t / r) ^ 2 + (1 / r) ^ 2 = 1 := by
    rw [div_pow, div_pow, ← add_div, div_eq_one_iff_eq (by positivity)]
    linear_combination -hr2
  have hv : 1 / r + 2 * s * t * (2 * s * t / r) = r := by
    rw [show 1 / r + 2 * s * t * (2 * s * t / r) = (1 + 4 * s ^ 2 * t ^ 2) / r by ring,
      ← hr2, sq, mul_self_div_self]
  -- Alice measures Z and X, Bob two directions placed symmetrically about Z
  refine ⟨![0, 0, 1], ![1, 0, 0], ![2 * s * t / r, 0, 1 / r], ![-(2 * s * t / r), 0, 1 / r],
    by simp [IsDirection], by simp [IsDirection], ?_, ?_, ?_⟩
  · change (2 * s * t / r) ^ 2 + (0 : ℝ) ^ 2 + (1 / r) ^ 2 = 1
    linear_combination hd
  · change (-(2 * s * t / r)) ^ 2 + (0 : ℝ) ^ 2 + (1 / r) ^ 2 = 1
    linear_combination hd
  · rw [expectation_chsh]
    congr 1
    simp only [spinCorrelation, h, Matrix.cons_val_zero, Matrix.cons_val_one, Matrix.cons_val]
    linear_combination 2 * hv
```

Let $r=\sqrt{1+k^2}$. Alice measures $Z$ and $X$; Bob uses
$$b=(k/r,0,1/r),\qquad b'=(-k/r,0,1/r).$$
These are unit vectors because $k^2+1=r^2$. The correlations are $E(a,b)=E(a,b')=1/r$ and $E(a',b)=-E(a',b')=k^2/r$. Hence the CHSH value is
$$\frac{2}{r}+\frac{2k^2}{r}=2r=2\sqrt{1+4s^2t^2}.$$
In the proof, `hd` is the normalisation of Bob's vectors and `hv` is $1/r+k^2/r=r$. The list after `refine` supplies the four directions.

For $s^2=0.9$, $t^2=0.1$ and positive $s,t$, one has $k=0.6$. Bob's directions lie about $31^\circ$ on either side of $z$ on the Bloch sphere. The correlations are approximately $0.857$, $0.857$, $0.309$ and $-0.309$, and the CHSH value is about $2.332$.

```lean
/-- If `s t ≠ 0`, then `2 √(1 + 4 s² t²)` exceeds the classical CHSH bound 2. -/
theorem two_lt_value {s t : ℝ} (hst : s * t ≠ 0) : 2 < 2 * √(1 + 4 * s ^ 2 * t ^ 2) := by
  have h0 : 0 < (s * t) ^ 2 := lt_of_le_of_ne (sq_nonneg _) (pow_ne_zero 2 hst).symm
  have h1 : 1 < √(1 + 4 * s ^ 2 * t ^ 2) := (Real.lt_sqrt (by norm_num)).2 (by linarith)
  linarith
```

If $st\ne0$, then $(st)^2>0$, so the square root exceeds 1 and the value exceeds 2.

## Violation and entanglement

```lean
/-- The two-qubit case of Gisin's theorem, for a state already in Schmidt form: for `s, t > 0` with
`s² + t² = 1` there are Hermitian involutions whose CHSH expectation in `s e00 + t e11` is
`2 √(1 + 4 s² t²) > 2`. -/
theorem gisin_schmidt {s t : ℝ} (hs : 0 < s) (ht : 0 < t) (h : s ^ 2 + t ^ 2 = 1) :
    ∃ A0 A1 B0 B1 : Matrix (Fin 2) (Fin 2) ℂ,
      (A0.IsHermitian ∧ A0 * A0 = 1) ∧ (A1.IsHermitian ∧ A1 * A1 = 1) ∧
      (B0.IsHermitian ∧ B0 * B0 = 1) ∧ (B1.IsHermitian ∧ B1 * B1 = 1) ∧
      expectation (schmidtState s t) (chsh A0 A1 B0 B1)
        = ((2 * √(1 + 4 * s ^ 2 * t ^ 2) : ℝ) : ℂ) ∧
      2 < 2 * √(1 + 4 * s ^ 2 * t ^ 2) := by
  obtain ⟨a, a', b, b', ha, ha', hb, hb', e⟩ := exists_optimal_directions h
  exact ⟨spin a, spin a', spin b, spin b', spin_observable ha, spin_observable ha',
    spin_observable hb, spin_observable hb', e, two_lt_value (mul_pos hs ht).ne'⟩
```

For positive $s$ and $t$, the optimal spin matrices are the required Hermitian involutions. The proof combines `exists_optimal_directions`, `spin_observable` and `two_lt_value`.

Gisin's theorem is usually stated for every entangled pure state of two systems, whereas this statement starts from two qubits already in Schmidt form. For a general two-qubit pure state, the step still to be made is a change of local bases. In a calculation, one arranges the four normalised amplitudes in a $2\times2$ matrix $C$ and takes its singular value decomposition. Write it as $C=U\Sigma V^\dagger$. The singular values are $s$ and $t$, with $st=|\det C|$. The columns of $U$ are Alice's basis vectors and the complex conjugates of the columns of $V$ are Bob's; in these local bases the directions above apply.

```lean
/-- For `s² + t² = 1`, spin measurements on `s e00 + t e11` can violate the CHSH inequality
exactly when both coefficients are nonzero. -/
theorem violation_iff {s t : ℝ} (h : s ^ 2 + t ^ 2 = 1) :
    (∃ a a' b b' : Fin 3 → ℝ,
      IsDirection a ∧ IsDirection a' ∧ IsDirection b ∧ IsDirection b' ∧
      2 < ‖expectation (schmidtState s t) (chsh (spin a) (spin a') (spin b) (spin b'))‖)
      ↔ s * t ≠ 0 := by
  constructor
  · rintro ⟨a, a', b, b', ha, ha', hb, hb', hv⟩ h0
    have hle := norm_chsh_le h ha ha' hb hb'
    have e : 4 * s ^ 2 * t ^ 2 = 0 := by linear_combination 4 * s * t * h0
    rw [e, add_zero, Real.sqrt_one] at hle
    linarith
  · intro hst
    obtain ⟨a, a', b, b', ha, ha', hb, hb', e⟩ := exists_optimal_directions h
    refine ⟨a, a', b, b', ha, ha', hb, hb', ?_⟩
    rw [e, Complex.norm_real, Real.norm_eq_abs]
    exact lt_of_lt_of_le (two_lt_value hst) (le_abs_self _)

end

end GisinSchmidt
```

The symbol `↔` means "if and only if". If $st=0$, the upper bound is 2, which contradicts a violation. If $st\ne0$, the directions found above give a value greater than 2. Thus, for pure two-qubit states of this form, entanglement and CHSH violation by spin measurements coincide.

At the product-state end, $t=0$, Bob's two directions merge with $z$ and the value is exactly 2. At $s=t=1/\sqrt2$ they lie $45^\circ$ on either side of $z$, and the value is $2\sqrt2$.

```lean
#print axioms GisinSchmidt.norm_chsh_le
#print axioms GisinSchmidt.gisin_schmidt
#print axioms GisinSchmidt.violation_iff
```

```
'GisinSchmidt.norm_chsh_le' depends on axioms: [propext, Classical.choice, Quot.sound]
'GisinSchmidt.gisin_schmidt' depends on axioms: [propext, Classical.choice, Quot.sound]
'GisinSchmidt.violation_iff' depends on axioms: [propext, Classical.choice, Quot.sound]
```
